# At finite bias and zero temperature, the current peak of a metallic single-electron transistor with two charge states is off centre exactly when its junction resistances differ

Q: Take a small metallic island between two tunnel junctions at zero temperature. Under bias it holds either no extra carrier or one. Why should its current peak anywhere but at the symmetric gate setting?

A: Take bias V = 6, left resistance RL = 4, right resistance RR = 1 and carrier charge e = 1, in consistent units. A carrier enters from the left across a voltage 3 + d and leaves to the right across 3 − d, where the gate sets the offset d. Each tunnelling rate is voltage over resistance, so one passage takes on average

4/(3 + d) + 1/(3 − d).

At d = 0 this is 4/3 + 1/3 = 5/3, and the current is 3/5. At d = 1 it is 1 + 1/2 = 3/2, and the current is 2/3. This shift gives more voltage to the more resistive junction, and it saves more time there than it costs at the other one.

Q: That compares two points. Where is the maximum in general?

A: Write x = V/2 + d and y = V/2 − d for the two voltage drops, and suppose both are positive. Let p be the probability that the extra carrier is present. Filling happens only from the left and emptying only to the right, so with a = x/RL and b = y/RR the stationary balance, multiplied by e, is

a(1 − p) = b p, hence p = a/(a + b),

and the current is

I = a(1 − p) = ab/(a + b).

Here a and b are currents, that is, rates times e. Now set l = √RL and r = √RR. Then I = xy/(r²x + l²y), and V = x + y, so

V/(l + r)² − I = [(x + y)(r²x + l²y) − (l + r)²xy] / [(l + r)²(l²y + r²x)].

In the numerator the terms l²xy and r²xy cancel, which leaves

r²x² − 2lr·xy + l²y² = (ly − rx)².

Inserting x and y gives

ly − rx = (l − r)V/2 − (l + r)d = −(l + r)(d − d*), with d* = (V/2)(l − r)/(l + r).

Therefore

V/(l + r)² − I = (d − d*)²/(RL·y + RR·x).

The right side is never negative and vanishes only at d = d*. In the example d* = 1, and the shortfall at d = 0 is 1/(12 + 3) = 1/15, which is indeed 2/3 − 3/5.

Q: And if the gate pushes the level out of the bias window?

A: For d ≥ V/2 no junction can empty the island and the left one fills it, so p = 1 and nothing moves. For d ≤ −V/2 no junction can fill it and the right one empties it, so p = 0 and again nothing moves. Since |l − r| < l + r, the offset d* lies inside the window, and the peak is the highest point over all offsets of the two-state model.

Q: Now the formal version. What has been put in as physics?

A: The tunnelling rate.

In Lean 4 with Mathlib:

```lean
import Mathlib

namespace SingleElectronTransistor

noncomputable section

/-- Zero-temperature tunnelling rate of carriers of charge `e` through a junction of
resistance `R` with voltage drop `u`, for `e, R > 0`; uphill tunnelling is forbidden. -/
def tunnelRate (e R u : ℝ) : ℝ := max u 0 / (e * R)
```

The rate max(u, 0)/(eR) is postulated. It stands for sequential tunnelling at zero temperature between a metallic lead and a metallic island, both with a continuum of states: the number of carriers able to tunnel grows in proportion to the energy gain eu, and none tunnel uphill. The "level" below is the electrochemical potential for adding the extra carrier, not a single discrete quantum level. The drop `u` is measured to this level: eu is the whole energy gain, charging energy included, so `u` is in general not the electrostatic voltage across the junction.

Q: Does the balance equation assume the direction of flow, as your derivation did?

A: No. It allows filling and emptying through both junctions.

```lean
/-- The probability `p` of the upper charge state is stationary: filling of the island through
both junctions balances emptying through both junctions. -/
def IsStationary (e V RL RR d p : ℝ) : Prop :=
  (tunnelRate e RL (V / 2 + d) + tunnelRate e RR (-(V / 2 - d))) * (1 - p) =
    (tunnelRate e RL (-(V / 2 + d)) + tunnelRate e RR (V / 2 - d)) * p
```

The left lead sits at potential V/2, the right lead at −V/2 and the level at −d. So `d` is a voltage, not an energy, and a positive `d` lowers the level for positive carriers. For electrons, reverse the sign of all three potentials and let `e` be the magnitude of the charge: the equations are unchanged, and the electric current flows opposite to the electrons. A drop with reversed sign describes the reverse process.

Q: `p` is any real number there. Shouldn't a probability lie between 0 and 1?

A: The definition doesn't demand it, but the solution constructed below is a nonnegative rate divided by a total that includes it, so it does lie in that range.

```lean
/-- Net electric current through the left junction when the upper charge state has
probability `p`. -/
def current (e V RL d p : ℝ) : ℝ :=
  e * (tunnelRate e RL (V / 2 + d) * (1 - p) - tunnelRate e RL (-(V / 2 + d)) * p)
```

Q: Why count only the left junction?

A: In a stationary state the mean charge on the island is constant, and rearranging the balance equation shows that the same current leaves through the right junction. The next definition is d*.

```lean
/-- The level offset `(V/2)(√RL - √RR)/(√RL + √RR)`, for positive resistances. -/
def peakOffset (V RL RR : ℝ) : ℝ :=
  V / 2 * ((√RL - √RR) / (√RL + √RR))
```

Q: What does this leave out of a real device?

A: The step you must supply yourself is the restriction to two charge states. The charging energy enters only through the position of the level, so you have to check that the bias and offset are too small to open a third state. Thermal smearing and cotunnelling are absent as well.

Q: Then let's see the proofs. Is there always a stationary state to talk about?

A: Three small lemmas come first: a rate is positive for a positive drop, never negative, and zero for a drop that is not positive.

```lean
private lemma rate_pos {e R u : ℝ} (he : 0 < e) (hR : 0 < R) (hu : 0 < u) :
    0 < tunnelRate e R u :=
  div_pos (lt_max_of_lt_left hu) (mul_pos he hR)

private lemma rate_nonneg {e R : ℝ} (he : 0 < e) (hR : 0 < R) (u : ℝ) :
    0 ≤ tunnelRate e R u :=
  div_nonneg (le_max_right u 0) (mul_pos he hR).le

private lemma rate_zero {e R u : ℝ} (hu : u ≤ 0) : tunnelRate e R u = 0 := by
  unfold tunnelRate
  rw [max_eq_right hu, zero_div]
```

The theorem then says that for positive `e`, `V`, `RL` and `RR`, every offset has exactly one stationary `p`.

```lean
/-- At positive bias, with positive carrier charge and resistances, the island has exactly one
stationary occupation for every level offset. -/
theorem existsUnique_stationary {e V RL RR : ℝ} (he : 0 < e) (hV : 0 < V)
    (hL : 0 < RL) (hR : 0 < RR) (d : ℝ) : ∃! p, IsStationary e V RL RR d p := by
  -- at least one junction is open, so the total relaxation rate is positive
  have hS : 0 < tunnelRate e RL (V / 2 + d) + tunnelRate e RR (-(V / 2 - d)) +
      (tunnelRate e RL (-(V / 2 + d)) + tunnelRate e RR (V / 2 - d)) := by
    have h1 := rate_nonneg he hL (V / 2 + d)
    have h2 := rate_nonneg he hR (-(V / 2 - d))
    have h3 := rate_nonneg he hL (-(V / 2 + d))
    have h4 := rate_nonneg he hR (V / 2 - d)
    rcases lt_or_ge 0 (V / 2 + d) with h | h
    · have := rate_pos he hL h
      linarith
    · have := rate_pos he hR (show 0 < V / 2 - d by linarith)
      linarith
  unfold IsStationary
  generalize tunnelRate e RL (V / 2 + d) = A at hS ⊢
  generalize tunnelRate e RR (-(V / 2 - d)) = B at hS ⊢
  generalize tunnelRate e RL (-(V / 2 + d)) = C at hS ⊢
  generalize tunnelRate e RR (V / 2 - d) = D at hS ⊢
  have h := div_mul_cancel₀ (A + B) hS.ne'
  refine ⟨(A + B) / (A + B + (C + D)), ?_, ?_⟩
  · linear_combination -h
  · intro q hq
    rw [eq_div_iff hS.ne']
    linear_combination -hq
```

The two drops add up to V > 0, so at least one is positive and the total rate is positive, which is `hS`. `generalize` replaces the four rates by letters, and the balance becomes a linear equation with solution (A + B)/(A + B + C + D). At V = 0 and d = 0 all rates vanish and every `p` would be stationary.

Q: Is ab/(a + b) assumed or derived?

A: Derived, for any `p` that satisfies the balance equation with |d| < V/2.

```lean
/-- Inside the bias window `|d| < V/2`, with positive carrier charge and resistances, the
stationary current is `ab/(a+b)` with `a = (V/2+d)/RL` and `b = (V/2-d)/RR`. -/
theorem current_in_window {e V RL RR d p : ℝ} (he : 0 < e) (hL : 0 < RL) (hR : 0 < RR)
    (hd : |d| < V / 2) (hp : IsStationary e V RL RR d p) :
    current e V RL d p = (V / 2 + d) / RL * ((V / 2 - d) / RR) /
      ((V / 2 + d) / RL + (V / 2 - d) / RR) := by
  obtain ⟨h1, h2⟩ := abs_lt.mp hd
  have hx : 0 < V / 2 + d := by linarith
  have hy : 0 < V / 2 - d := by linarith
  have hA := rate_pos he hL hx
  have hB := rate_pos he hR hy
  have ea : (V / 2 + d) / RL = e * tunnelRate e RL (V / 2 + d) := by
    unfold tunnelRate
    rw [max_eq_left hx.le]
    field_simp
  have eb : (V / 2 - d) / RR = e * tunnelRate e RR (V / 2 - d) := by
    unfold tunnelRate
    rw [max_eq_left hy.le]
    field_simp
  unfold IsStationary at hp
  unfold current
  -- backward tunnelling is frozen out in both junctions
  rw [rate_zero (show -(V / 2 - d) ≤ 0 by linarith),
    rate_zero (show -(V / 2 + d) ≤ 0 by linarith)] at hp
  rw [ea, eb, rate_zero (show -(V / 2 + d) ≤ 0 by linarith)]
  generalize tunnelRate e RL (V / 2 + d) = A at hp hA ⊢
  generalize tunnelRate e RR (V / 2 - d) = B at hp hB ⊢
  have hs : e * A + e * B ≠ 0 := by positivity
  rw [eq_div_iff hs]
  linear_combination e ^ 2 * A * hp
```

The two backward rates are rewritten to zero, a and b are expressed as `e` times the forward rates, and the final `linear_combination` obtains the current formula from a multiple of the balance equation `hp`. That is the elimination of p done above.

Q: And the blocked region?

A: It is a theorem too, with the edges |d| = V/2 included.

```lean
/-- At positive bias, with positive carrier charge and resistances, the stationary current
vanishes when the level offset is outside the window, `|d| ≥ V/2`. -/
theorem current_blockade {e V RL RR d p : ℝ} (he : 0 < e) (hV : 0 < V) (hL : 0 < RL)
    (hR : 0 < RR) (hd : V / 2 ≤ |d|) (hp : IsStationary e V RL RR d p) :
    current e V RL d p = 0 := by
  unfold IsStationary at hp
  unfold current
  rcases le_abs.mp hd with h | h
  · -- neither junction can empty the island and the left one fills it, so it stays full
    have hA := rate_pos he hL (show 0 < V / 2 + d by linarith)
    have hB := rate_nonneg he hR (-(V / 2 - d))
    rw [rate_zero (show -(V / 2 + d) ≤ 0 by linarith),
      rate_zero (show V / 2 - d ≤ 0 by linarith), add_zero, zero_mul] at hp
    have hq : 1 - p = 0 := (mul_eq_zero.mp hp).resolve_left (by linarith)
    rw [rate_zero (show -(V / 2 + d) ≤ 0 by linarith), hq]
    ring
  · -- neither junction can fill the island and the right one empties it, so it stays empty
    have hA := rate_nonneg he hL (-(V / 2 + d))
    have hB := rate_pos he hR (show 0 < V / 2 - d by linarith)
    rw [rate_zero (show V / 2 + d ≤ 0 by linarith),
      rate_zero (show -(V / 2 - d) ≤ 0 by linarith), add_zero, zero_mul] at hp
    have hq : p = 0 := (mul_eq_zero.mp hp.symm).resolve_left (by linarith)
    rw [rate_zero (show V / 2 + d ≤ 0 by linarith), hq]
    ring
```

The two branches are the full and the empty island. In each, the balance equation reduces to a positive rate times 1 − p or p, which must be zero.

Q: Where does the perfect square appear?

A: In a lemma that contains no square roots.

```lean
private lemma deficit_algebra {x y l r : ℝ} (hx : 0 < x) (hy : 0 < y) (hl : 0 < l)
    (hr : 0 < r) :
    (x + y) / (l + r) ^ 2 - x / l ^ 2 * (y / r ^ 2) / (x / l ^ 2 + y / r ^ 2) =
      ((l * y - r * x) / (l + r)) ^ 2 / (l ^ 2 * y + r ^ 2 * x) := by
  field_simp
  ring
```

This is the device to look at closely. The resistances enter as `l ^ 2` and `r ^ 2`, with `l` and `r` ordinary positive numbers. `field_simp` uses the positivity hypotheses to clear the denominators, and `ring` checks the polynomial identity that remains, which is the numerator calculation above. Had the lemma been written with `√RL` and `RL` side by side, `ring` would have treated them as unrelated quantities, because it does not know that the square of the one is the other. That fact comes in afterwards, through `Real.sq_sqrt`:

```lean
/-- Exact line shape: for `|d| < V/2` and positive carrier charge and resistances, the stationary
current falls short of `V/(√RL+√RR)²` by `(d - d*)²/(RL(V/2-d) + RR(V/2+d))`, where `d*` is
`peakOffset`. -/
theorem current_deficit {e V RL RR d p : ℝ} (he : 0 < e) (hL : 0 < RL) (hR : 0 < RR)
    (hd : |d| < V / 2) (hp : IsStationary e V RL RR d p) :
    V / (√RL + √RR) ^ 2 - current e V RL d p =
      (d - peakOffset V RL RR) ^ 2 / (RL * (V / 2 - d) + RR * (V / 2 + d)) := by
  rw [current_in_window he hL hR hd hp]
  obtain ⟨h1, h2⟩ := abs_lt.mp hd
  have hl := Real.sqrt_pos.mpr hL
  have hr := Real.sqrt_pos.mpr hR
  have h := deficit_algebra (show 0 < V / 2 + d by linarith)
    (show 0 < V / 2 - d by linarith) hl hr
  have e1 : V / 2 + d + (V / 2 - d) = V := by ring
  have e2 : (√RL * (V / 2 - d) - √RR * (V / 2 + d)) / (√RL + √RR) =
      -(d - peakOffset V RL RR) := by
    unfold peakOffset
    generalize √RL = l at hl ⊢
    generalize √RR = r at hr ⊢
    field_simp
    ring
  rw [e1, e2, neg_sq, Real.sq_sqrt hL.le, Real.sq_sqrt hR.le] at h
  exact h
```

Here `e2` is the rewriting of ly − rx in terms of d − d*. The theorem gives the whole line shape inside the window, and not only its top.

Q: You still need d* to be inside the window.

A: That is the next theorem. It bounds the ratio (l − r)/(l + r) strictly between −1 and 1.

```lean
/-- For positive bias and resistances, the offset `peakOffset` lies strictly inside the bias
window. -/
theorem abs_peakOffset_lt {V RL RR : ℝ} (hV : 0 < V) (hL : 0 < RL) (hR : 0 < RR) :
    |peakOffset V RL RR| < V / 2 := by
  have hl := Real.sqrt_pos.mpr hL
  have hr := Real.sqrt_pos.mpr hR
  have hs : 0 < √RL + √RR := add_pos hl hr
  have t1 : -1 < (√RL - √RR) / (√RL + √RR) := by
    rw [lt_div_iff₀ hs]
    linarith
  have t2 : (√RL - √RR) / (√RL + √RR) < 1 := by
    rw [div_lt_iff₀ hs]
    linarith
  unfold peakOffset
  rw [abs_lt]
  constructor <;> nlinarith
```

Q: So what exactly does the main theorem claim?

A: Let `e`, `V`, `RL` and `RR` be positive, let `d` be any real offset, and let `p` be stationary. Then the current is at most V/(√RL + √RR)², and it equals this value if and only if d = d*. Since a stationary `p` exists at every offset, the bound is attained.

```lean
/-- For positive bias, carrier charge and resistances, the stationary current at any level offset
is at most `V/(√RL+√RR)²`, with equality exactly at
`d = (V/2)(√RL-√RR)/(√RL+√RR)`. -/
theorem current_peak {e V RL RR d p : ℝ} (he : 0 < e) (hV : 0 < V) (hL : 0 < RL)
    (hR : 0 < RR) (hp : IsStationary e V RL RR d p) :
    current e V RL d p ≤ V / (√RL + √RR) ^ 2 ∧
      (current e V RL d p = V / (√RL + √RR) ^ 2 ↔
        d = V / 2 * ((√RL - √RR) / (√RL + √RR))) := by
  change _ ∧ (_ ↔ d = peakOffset V RL RR)
  rcases lt_or_ge |d| (V / 2) with hd | hd
  · -- inside the window the deficit is a square over a positive number
    have h := current_deficit he hL hR hd hp
    obtain ⟨h1, h2⟩ := abs_lt.mp hd
    have hD : 0 < RL * (V / 2 - d) + RR * (V / 2 + d) :=
      add_pos (mul_pos hL (by linarith)) (mul_pos hR (by linarith))
    have h0 := div_nonneg (sq_nonneg (d - peakOffset V RL RR)) hD.le
    refine ⟨by linarith, fun hc => ?_, fun hc => ?_⟩
    · rw [hc, sub_self] at h
      have hsq := (div_eq_zero_iff.mp h.symm).resolve_right hD.ne'
      exact sub_eq_zero.mp (pow_eq_zero_iff two_ne_zero |>.mp hsq)
    · have hz : (d - peakOffset V RL RR) ^ 2 = 0 := by
        rw [← hc, sub_self]
        norm_num
      rw [hz, zero_div] at h
      linarith
  · -- outside the window there is no current, and the peak is not there
    have hl := Real.sqrt_pos.mpr hL
    have hr := Real.sqrt_pos.mpr hR
    have hM : 0 < V / (√RL + √RR) ^ 2 := by positivity
    rw [current_blockade he hV hL hR hd hp]
    refine ⟨hM.le, fun hc => absurd hc hM.ne, fun hc => ?_⟩
    have hlt := abs_peakOffset_lt hV hL hR
    rw [← hc] at hlt
    exact absurd hlt (not_lt_of_ge hd)
```

Inside the window the shortfall is a square over a number that is positive by `hD`, so it is nonnegative, and it is zero only when the square is. Outside, the current is zero while the bound is positive, so equality fails there; d* is not there either, by the previous theorem.

Q: And the displacement you started with?

A: The last theorem says that d* = 0 exactly when RL = RR. As V/2 is nonzero, d* vanishes only if √RL = √RR, and the square root is injective on nonnegative numbers.

```lean
/-- For positive bias and resistances, `peakOffset` is zero exactly when the two junction
resistances are equal. -/
theorem peakOffset_eq_zero_iff {V RL RR : ℝ} (hV : 0 < V) (hL : 0 < RL) (hR : 0 < RR) :
    peakOffset V RL RR = 0 ↔ RL = RR := by
  have hl := Real.sqrt_pos.mpr hL
  have hr := Real.sqrt_pos.mpr hR
  constructor
  · intro h
    unfold peakOffset at h
    have h1 := (mul_eq_zero.mp h).resolve_left (by linarith)
    have h2 := (div_eq_zero_iff.mp h1).resolve_right (by linarith)
    exact (Real.sqrt_inj hL.le hR.le).mp (sub_eq_zero.mp h2)
  · intro h
    simp [peakOffset, h]

end

end SingleElectronTransistor
```

```lean
#print axioms SingleElectronTransistor.existsUnique_stationary
#print axioms SingleElectronTransistor.current_peak
#print axioms SingleElectronTransistor.peakOffset_eq_zero_iff
```

```
'SingleElectronTransistor.existsUnique_stationary' depends on axioms: [propext, Classical.choice, Quot.sound]
'SingleElectronTransistor.current_peak' depends on axioms: [propext, Classical.choice, Quot.sound]
'SingleElectronTransistor.peakOffset_eq_zero_iff' depends on axioms: [propext, Classical.choice, Quot.sound]
```

Q: What would I do with this in the lab or in a simulation?

A: If you locate the middle of the bias window by the current maximum, you misplace it by d* whenever the junction resistances differ, as long as the model describes your device: a metallic island with two charge states, and sequential tunnelling at zero temperature. Here d* is a shift of the level; on the gate-voltage axis it is divided by the lever arm, the ratio of the gate capacitance to the total capacitance of the island. Under the same restriction, the line shape gives a rate-equation simulation a closed formula to compare with.
